# With nonnegative pole weights, an added self-energy pole repels a Dyson root within a pole-free interval

## A level coupled to a growing bath

An orbital of energy $e$ is coupled to a finite set of non-interacting bath levels with energies $p_i$ and coupling strengths $V_i$. Eliminating the bath leaves a single equation for the energy $w$ of the coupled system,

$$w = e + S(w), \qquad S(w) = \sum_i \frac{a_i}{w - p_i}, \qquad a_i = |V_i|^2 .$$

This is a Dyson equation with self-energy $S$, and its solutions away from the poles are the energies at which the orbital's Green's function has poles. Suppose one more bath level is included, at energy $d$ with squared coupling $c > 0$. The self-energy gains the term $c/(w-d)$. Which way does a given root move?

Second-order perturbation theory suggests that the root moves away from $d$. The result below confirms this for any coupling strength, provided that the old and the new root lie in a common open interval that contains neither an old pole nor $d$. For a bath that is discretised with finitely many non-interacting levels, it gives the sign of the change in such a root when one level is added and all other parameters stay fixed.

## Two roots in one interval

Let $I = (l,u)$ be an open interval that contains none of the $p_i$, and let all $a_i \ge 0$. Let $E \in I$ solve the old equation and $E' \in I$ the new one. Then

- if $d \ge u$, then $E' < E$;
- if $d \le l$, then $E < E'$.

This is the theorem `added_pole_repels_root`. In Lean the poles are labelled by a finite type `ι`, which may be empty, and `a` and `p` are real functions on it. Poles may coincide, and weights may vanish. `selfEnergy a p` is $S$, `addPole S c d` is the function $S(w) + c/(w-d)$, and `IsDysonRoot e S w` says $w = e + S(w)$. The interval is `Ioo l u`, and the hypothesis `hp` keeps every `p i` out of it. Lean assigns the value zero to a division by zero, but no root in the theorem sits at a pole, so this convention has no effect on it.

The nonnegative weights are assumed. They stand for squared couplings, as in the bath above; the self-energy is not derived from a Hamiltonian in the file. The model is also scalar, with one orbital, finitely many real poles and no broadening, and neither $e$ nor the old poles respond to the new one, as they might in a self-consistent calculation.

That $E'$ lies in $I$ is a hypothesis too. When it can fail, and a case in which a new root is certain to exist, are treated after the derivation.

## The exact shift law

Take $x, y \in I$. Each $p_i$ lies either at or below $l$, so that $x - p_i$ and $y - p_i$ are both positive, or at or above $u$, so that both are negative. In either case $(x-p_i)(y-p_i) > 0$, and therefore

$$s(x,y) = \sum_i \frac{a_i}{(x-p_i)(y-p_i)} \ge 0 .$$

Bringing each difference of terms to a common denominator,

$$\frac{a_i}{x-p_i} - \frac{a_i}{y-p_i} = -(x-y)\,\frac{a_i}{(x-p_i)(y-p_i)},$$

and summing gives $S(x) - S(y) = -(x-y)\,s(x,y)$. So $s$ is minus the secant slope of $S$.

If $x$ and $y$ both solve the old equation, subtraction gives $(x-y)(1+s(x,y)) = 0$. Since $1+s \ge 1$, it follows that $x=y$: the old equation has at most one root in $I$.

Now subtract $E = e + S(E)$ from $E' = e + S(E') + c/(E'-d)$:

$$E' - E = -(E'-E)\,s(E',E) + \frac{c}{E'-d} .$$

Collecting terms and multiplying by $E'-d \neq 0$,

$$(E'-E)\,(1+s(E',E))\,(E'-d) = c .$$

Because $c > 0$ and $1 + s \ge 1$, this yields

$$0 < (E'-E)(E'-d) \le c .$$

If $d \ge u$, then $E' - d < 0$, so $E' - E < 0$. If $d \le l$, then $E'-d > 0$, so $E'-E > 0$. The upper bound also limits the size of the shift: $|E'-E| \le c/|E'-d|$.

## No old poles: the two-level problem

With an empty bath, $S = 0$, $E = e$ and $s = 0$. The shift law becomes

$$(E'-e)(E'-d) = c,$$

which is the characteristic equation of the matrix with diagonal entries $e$ and $d$ and off-diagonal entry $\sqrt{c}$. The bound by $c$ is then an equality, and the repulsion is that of two coupled levels.

## When the new root stays in the interval

A strong new pole can push the root out of $I$. Take $e=-1$, one old pole of weight $2$ at $-2$, and $I=(-1,1)$. Then $E=0$ is a root, since $-1 + 2/2 = 0$. Add a pole of weight $10$ at $d = 1$. For $w \in I$ we have $2/(w+2) < 2$ and $10/(w-1) < -5$, so the right-hand side of the new equation is below $-4$ and cannot equal $w$.

If the lower end is itself a pole, $l = p_k$ with $a_k > 0$, this does not happen for $d \ge u$. Let

$$D(t) = t - e - S(t) - \frac{c}{t-d} .$$

At the old root, $D(E) = c/(d-E) > 0$. For a point where $D$ is negative, set

$$K = \frac{a_k}{E-l} + \frac{c}{d-E}, \qquad w = l + \frac{a_k}{K} .$$

Since $K > a_k/(E-l)$, we have $l < w < E$. Keeping only the $k$-th term of $s(w,E)$,

$$S(w) - S(E) = (E-w)\,s(w,E) \ge \frac{a_k}{w-l} - \frac{a_k}{E-l} = K - \frac{a_k}{E-l} = \frac{c}{d-E} .$$

Also $c/(d-w) \le c/(d-E)$, because $w < E$. Hence

$$D(w) = (w-E) - (S(w)-S(E)) + \frac{c}{d-w} \le w - E < 0 .$$

$D$ is continuous on $[w,E]$, so it vanishes somewhere between $w$ and $E$. This gives a new root in $(l,E)$.

## The Lean file

```lean
import Mathlib

open Set

namespace DysonPoleShift

noncomputable section

variable {ι : Type*} [Fintype ι] {a p : ι → ℝ} {l u e c d E E' x y : ℝ}

/-- The self-energy with weights `a i` and real poles `p i`, as a function of the
frequency `w` away from the poles. -/
def selfEnergy (a p : ι → ℝ) (w : ℝ) : ℝ := ∑ i, a i / (w - p i)

/-- The self-energy `S` with one more pole of weight `c` at `d`, for `w` different from `d`. -/
def addPole (S : ℝ → ℝ) (c d w : ℝ) : ℝ := S w + c / (w - d)

/-- The frequency `w` solves the Dyson equation `w = e + S w` for the bare level `e`. -/
def IsDysonRoot (e : ℝ) (S : ℝ → ℝ) (w : ℝ) : Prop := w = e + S w

/-- Minus the secant slope of the self-energy between two frequencies `x` and `y`,
neither of which is a pole. -/
def secant (a p : ι → ℝ) (x y : ℝ) : ℝ := ∑ i, a i / ((x - p i) * (y - p i))

/-- Two frequencies in an open interval lie strictly on the same side of any pole
outside that interval. -/
theorem same_side {q : ℝ} (hq : q ∉ Ioo l u) (hx : x ∈ Ioo l u) (hy : y ∈ Ioo l u) :
    0 < (x - q) * (y - q) := by
  obtain ⟨hx1, hx2⟩ := hx
  obtain ⟨hy1, hy2⟩ := hy
  by_cases h : q ≤ l
  · exact mul_pos (by linarith) (by linarith)
  · have h2 : u ≤ q := by
      by_contra h3
      exact hq ⟨lt_of_not_ge h, lt_of_not_ge h3⟩
    exact mul_pos_of_neg_of_neg (by linarith) (by linarith)

/-- With nonnegative weights and no pole in the interval, the secant slope of the
self-energy there is never positive. -/
theorem secant_nonneg (ha : ∀ i, 0 ≤ a i) (hp : ∀ i, p i ∉ Ioo l u)
    (hx : x ∈ Ioo l u) (hy : y ∈ Ioo l u) : 0 ≤ secant a p x y :=
  Finset.sum_nonneg fun i _ => div_nonneg (ha i) (same_side (hp i) hx hy).le

/-- In an interval free of poles, the self-energy at `x` minus that at `y` is minus the difference
`x - y` times the secant sum. -/
theorem selfEnergy_sub (hp : ∀ i, p i ∉ Ioo l u) (hx : x ∈ Ioo l u) (hy : y ∈ Ioo l u) :
    selfEnergy a p x - selfEnergy a p y = -(x - y) * secant a p x y := by
  unfold selfEnergy secant
  rw [← Finset.sum_sub_distrib, Finset.mul_sum]
  apply Finset.sum_congr rfl
  intro i _
  have h := (same_side (hp i) hx hy).ne'
  rw [div_sub_div _ _ (left_ne_zero_of_mul h) (right_ne_zero_of_mul h)]
  ring

/-- With nonnegative weights, the Dyson equation has at most one root in an open interval
free of poles. -/
theorem root_unique (ha : ∀ i, 0 ≤ a i) (hp : ∀ i, p i ∉ Ioo l u)
    (hx : x ∈ Ioo l u) (hy : y ∈ Ioo l u)
    (h : IsDysonRoot e (selfEnergy a p) x) (h' : IsDysonRoot e (selfEnergy a p) y) :
    x = y := by
  have h1 : x = e + selfEnergy a p x := h
  have h2 : y = e + selfEnergy a p y := h'
  have hs := selfEnergy_sub (a := a) hp hx hy
  have hn := secant_nonneg ha hp hx hy
  have h0 : (x - y) * (1 + secant a p x y) = 0 := by linear_combination h1 - h2 + hs
  rcases mul_eq_zero.mp h0 with h3 | h3 <;> linarith

/-- Exact shift law: if `E` and `E'` are roots before and after a pole of weight `c` is added
at `d ≠ E'`, both in an interval free of the old poles, then the shift `E' - E`, times one plus
the secant sum, times `E' - d`, equals `c`. -/
theorem shift_law (hp : ∀ i, p i ∉ Ioo l u) (hE : E ∈ Ioo l u) (hE' : E' ∈ Ioo l u)
    (hd : E' ≠ d) (h : IsDysonRoot e (selfEnergy a p) E)
    (h' : IsDysonRoot e (addPole (selfEnergy a p) c d) E') :
    (E' - E) * (1 + secant a p E' E) * (E' - d) = c := by
  have h1 : E = e + selfEnergy a p E := h
  have h2 : E' = e + (selfEnergy a p E' + c / (E' - d)) := h'
  have hs := selfEnergy_sub (a := a) hp hE' hE
  -- subtract the two Dyson equations
  have k : (E' - E) * (1 + secant a p E' E) = c / (E' - d) := by
    linear_combination h2 - h1 + hs
  rw [eq_div_iff (sub_ne_zero.mpr hd)] at k
  exact k

/-- For nonnegative old weights and a new pole of weight `c > 0` at `d ≠ E'`, the shift `E' - E` has
the same sign as `E' - d`, and the product of these two differences is at most `c`. Both roots lie
in an interval free of the old poles. -/
theorem shift_bounds (ha : ∀ i, 0 ≤ a i) (hp : ∀ i, p i ∉ Ioo l u)
    (hE : E ∈ Ioo l u) (hE' : E' ∈ Ioo l u) (hc : 0 < c) (hd : E' ≠ d)
    (h : IsDysonRoot e (selfEnergy a p) E)
    (h' : IsDysonRoot e (addPole (selfEnergy a p) c d) E') :
    0 < (E' - E) * (E' - d) ∧ (E' - E) * (E' - d) ≤ c := by
  have hl := shift_law hp hE hE' hd h h'
  have hn := secant_nonneg ha hp hE' hE
  have hm : (E' - E) * (E' - d) * (1 + secant a p E' E) = c := by
    linear_combination hl
  have hpos : 0 < (E' - E) * (E' - d) :=
    pos_of_mul_pos_left (by rw [hm]; exact hc) (by linarith)
  exact ⟨hpos, by linarith [mul_nonneg hpos.le hn]⟩

/-- Level repulsion in the Dyson equation: let the old weights be nonnegative and the old poles
outside the open interval. Let `E` and `E'` be roots in that interval before and after a pole of
positive weight is added. If the new pole is at or above the upper end, then `E' < E`; if it is at
or below the lower end, then `E < E'`. -/
theorem added_pole_repels_root (ha : ∀ i, 0 ≤ a i) (hp : ∀ i, p i ∉ Ioo l u)
    (hE : E ∈ Ioo l u) (hE' : E' ∈ Ioo l u) (hc : 0 < c)
    (h : IsDysonRoot e (selfEnergy a p) E)
    (h' : IsDysonRoot e (addPole (selfEnergy a p) c d) E') :
    (u ≤ d → E' < E) ∧ (d ≤ l → E < E') := by
  constructor
  · intro hd
    have hlt : E' < d := lt_of_lt_of_le hE'.2 hd
    have hb := (shift_bounds ha hp hE hE' hc hlt.ne h h').1
    by_contra hcon
    nlinarith [mul_nonneg (sub_nonneg.mpr (not_lt.mp hcon)) (sub_pos.mpr hlt).le]
  · intro hd
    have hlt : d < E' := lt_of_le_of_lt hd hE'.1
    have hb := (shift_bounds ha hp hE hE' hc hlt.ne' h h').1
    by_contra hcon
    nlinarith [mul_nonneg (sub_nonneg.mpr (not_lt.mp hcon)) (sub_pos.mpr hlt).le]

/-- Let the old equation have a root `E` in an open interval. If the lower end of the interval is
itself a pole of positive weight, the other weights are nonnegative and no old pole lies inside,
then after adding a pole of positive weight at or above the upper end there is a root between the
lower end and the old root. -/
theorem exists_lowered_root (ha : ∀ i, 0 ≤ a i) (hp : ∀ i, p i ∉ Ioo l u)
    (k : ι) (hk : p k = l) (hak : 0 < a k) (hE : E ∈ Ioo l u) (hc : 0 < c) (hd : u ≤ d)
    (h : IsDysonRoot e (selfEnergy a p) E) :
    ∃ w ∈ Ioo l E, IsDysonRoot e (addPole (selfEnergy a p) c d) w := by
  have h1 : E = e + selfEnergy a p E := h
  have hEl : 0 < E - l := sub_pos.mpr hE.1
  have hdE : 0 < d - E := by linarith [hE.2]
  have hq : 0 < c / (d - E) := div_pos hc hdE
  obtain ⟨K, hK⟩ : ∃ K, K = a k / (E - l) + c / (d - E) := ⟨_, rfl⟩
  have hK0 : 0 < K := by rw [hK]; positivity
  have ht : a k / K < E - l := by
    have h2 : (E - l) * (a k / (E - l)) = a k := by field_simp
    rw [div_lt_iff₀ hK0, hK, mul_add]
    linarith [mul_pos hEl hq]
  -- a trial frequency so close to the pole at `l` that the pole term equals `K`
  obtain ⟨w, hw⟩ : ∃ w, w = l + a k / K := ⟨_, rfl⟩
  have hwl : 0 < w - l := by linarith [div_pos hak hK0]
  have hwE : w < E := by linarith
  have hwI : w ∈ Ioo l u := ⟨by linarith, hwE.trans hE.2⟩
  have h3 : a k / (w - l) = K := by
    rw [show w - l = a k / K by linarith]
    field_simp
  have h4 : (E - w) * (a k / ((w - l) * (E - l))) = a k / (w - l) - a k / (E - l) := by
    rw [div_sub_div _ _ hwl.ne' hEl.ne']
    ring
  have h5 : a k / ((w - l) * (E - l)) ≤ secant a p w E := by
    have h6 := Finset.single_le_sum (f := fun i => a i / ((w - p i) * (E - p i)))
      (fun i _ => div_nonneg (ha i) (same_side (hp i) hwI hE).le) (Finset.mem_univ k)
    simpa only [hk, secant] using h6
  have h7 := mul_le_mul_of_nonneg_left h5 (sub_pos.mpr hwE).le
  have hs := selfEnergy_sub (a := a) hp hwI hE
  have h8 : c / (d - w) ≤ c / (d - E) :=
    div_le_div_of_nonneg_left hc.le hdE (by linarith)
  have flip : ∀ t : ℝ, c / (t - d) = -(c / (d - t)) := fun t => by
    rw [← neg_sub d t, div_neg]
  -- the Dyson function changes sign between the trial frequency and `E`
  have hcont : ContinuousOn (fun t => t - (e + addPole (selfEnergy a p) c d t)) (Icc w E) := by
    unfold addPole selfEnergy
    refine continuousOn_id.sub (continuousOn_const.add (ContinuousOn.add ?_ ?_))
    · refine continuousOn_finsetSum _ fun i _ => ?_
      refine ContinuousOn.div (by fun_prop) (by fun_prop) fun t ht => ?_
      have htI : t ∈ Ioo l u := ⟨hwI.1.trans_le ht.1, ht.2.trans_lt hE.2⟩
      exact left_ne_zero_of_mul (same_side (hp i) htI htI).ne'
    · refine ContinuousOn.div (by fun_prop) (by fun_prop) fun t ht => ?_
      have : t - d < 0 := by linarith [ht.2]
      exact this.ne
  have hneg : w - (e + addPole (selfEnergy a p) c d w) < 0 := by
    unfold addPole
    rw [flip w]
    linarith
  have hpos : 0 < E - (e + addPole (selfEnergy a p) c d E) := by
    unfold addPole
    rw [flip E]
    linarith
  obtain ⟨t, ht, h0⟩ := intermediate_value_Ioo hwE.le hcont ⟨hneg, hpos⟩
  exact ⟨t, ⟨hwI.1.trans ht.1, ht.2⟩, sub_eq_zero.mp h0⟩

/-- A root can leave the interval: for the bare level `-1` and one pole of weight `2` at `-2`,
zero is a root, but after adding a pole of weight `10` at `1` no root is left between
`-1` and `1`. -/
theorem root_can_leave :
    IsDysonRoot (-1) (selfEnergy (fun _ : Fin 1 => 2) (fun _ => -2)) 0 ∧
    ∀ w ∈ Ioo (-1 : ℝ) 1,
      ¬ IsDysonRoot (-1) (addPole (selfEnergy (fun _ : Fin 1 => 2) (fun _ => -2)) 10 1) w := by
  constructor
  · norm_num [IsDysonRoot, selfEnergy]
  · rintro w ⟨hw1, hw2⟩ h
    have h1 : w = -1 + (2 / (w - -2) + 10 / (w - 1)) := by
      simpa [IsDysonRoot, addPole, selfEnergy] using h
    have h2 : 2 / (w - -2) < 2 := by
      rw [div_lt_iff₀ (by linarith)]
      linarith
    have h3 : 10 / (w - 1) < -5 := by
      rw [div_lt_iff_of_neg (by linarith)]
      linarith
    linarith

end

end DysonPoleShift
```

```lean
#print axioms DysonPoleShift.root_unique
-- 'DysonPoleShift.root_unique' depends on axioms: [propext, Classical.choice, Quot.sound]
#print axioms DysonPoleShift.added_pole_repels_root
-- 'DysonPoleShift.added_pole_repels_root' depends on axioms: [propext, Classical.choice, Quot.sound]
#print axioms DysonPoleShift.exists_lowered_root
-- 'DysonPoleShift.exists_lowered_root' depends on axioms: [propext, Classical.choice, Quot.sound]
#print axioms DysonPoleShift.root_can_leave
-- 'DysonPoleShift.root_can_leave' depends on axioms: [propext, Classical.choice, Quot.sound]
```

## From the secant sum to the direction of the shift

`same_side` splits on whether the pole `q` satisfies `q ≤ l`; if not, `hq` forces `u ≤ q`. The product is then one of two positive or two negative factors. `secant_nonneg` applies this to each term of $s$.

`selfEnergy_sub` is the secant identity. It merges the two sums into one, moves the factor $-(x-y)$ inside, and compares term by term; `div_sub_div` forms the common denominator, and `ring` finishes the algebra.

In `root_unique` and `shift_law`, subtracting the Dyson equations is a single `linear_combination` of the two root equations and the secant identity. `shift_law` then clears the denominator $E'-d$ with `eq_div_iff`, using the hypothesis `E' ≠ d`. It needs no sign condition on the weights.

The signs enter in `shift_bounds`, which reads off both inequalities from the shift law and $s \ge 0$. It also allows $d$ inside the interval, as long as $d \ne E'$. In `added_pole_repels_root`, each half first places $E'$ strictly on one side of $d$. It then assumes the opposite direction of the shift, and `nlinarith` finds the contradiction with $(E'-E)(E'-d) > 0$.

## The sign change behind the existence proof

`exists_lowered_root` uses the same $K$ and trial point $w$ as the derivation. `ht` gives $w < E$, and `h3` says that the pole term at $w$ equals $K$. `h5` keeps the $k$-th term of the secant sum through `Finset.single_le_sum`, while `h8` compares the two contributions of the new pole. These combine to give `hneg`, and `hpos` is the sign at $E$. With continuity from `hcont`, `intermediate_value_Ioo` supplies the root.

`root_can_leave` is the numerical example: `norm_num` confirms the old root, and `h2` and `h3` are the two estimates that exclude a new one.
